# Orthogonal projectors on a finite-dimensional space have equal rank if their operator-norm distance is below one

## Can a band slip out of the group between two k-points?

To follow a group of bands of a multiband k·p Hamiltonian through k-space, I have to choose what represents the group: its separate eigenvectors, or the projector \(P(k)\) onto their span. Eigenvectors have arbitrary phases and mix at degeneracies, so I take the projector. But then the number of bands is no longer a label that I carry along. Could \(P(k)\) deform gradually until it holds one band fewer? How far must it move for that to happen, and does a move that large always mean that the number has changed?

## A change of rank costs a full unit of norm

With the group represented by an orthogonal projector, the number of bands is the dimension of its range, and distance is measured by the operator norm \(\|A\|=\sup_{\|x\|\le 1}\|Ax\|\). On a finite-dimensional state space, two projectors of different rank are at distance exactly one. A norm-continuous \(P(k)\) therefore cannot lose a band gradually. The converse fails: distance one can also occur at equal rank.

### Where the norm is lost

Let \(P\) and \(Q\) be orthogonal projectors and \(x\) any state. Since \(\langle Px,(1-P)x\rangle=\langle x,P(1-P)x\rangle=0\), Pythagoras gives

\[
\|x\|^2=\|Px\|^2+\|(1-P)x\|^2 .
\]

Apply this to the vector \((P-Q)x\). Its two components are \(P(P-Q)x=P(1-Q)x\) and \((1-P)(P-Q)x=-(1-P)Qx\), so

\[
\|(P-Q)x\|^2=\|P(1-Q)x\|^2+\|(1-P)Qx\|^2 .
\]

Splitting \((1-Q)x\) and \(Qx\) with \(P\) in the same way turns the right-hand side into

\[
\|(1-Q)x\|^2-\|(1-P)(1-Q)x\|^2+\|Qx\|^2-\|PQx\|^2 .
\]

The first and third terms add up to \(\|x\|^2\), hence

\[
\|(P-Q)x\|^2+\|(1-P)(1-Q)x\|^2+\|PQx\|^2=\|x\|^2 .
\]

It follows that \(\|P-Q\|\le 1\).

Suppose that \(\|P-Q\|=1\). In finite dimension the closed unit ball is compact, so some \(x\) with \(\|x\|\le1\) has \(\|(P-Q)x\|=1\). The identity then forces \((1-P)(1-Q)x=0\) and \(PQx=0\). If \(Qx\neq0\), the state \(y=Qx\) satisfies \(Qy=y\) and \(Py=0\). If \(Qx=0\), the first condition reads \(Px=x\). Either way, a nonzero state lies in one band space and is orthogonal to the other. Conversely, such a state satisfies \(\|(P-Q)x\|=\|x\|\), so the distance is one.

Now let \(\operatorname{rank}P<\operatorname{rank}Q\). The map \(P\), restricted to the range of \(Q\), goes into a space of smaller dimension and must send some nonzero \(x=Qx\) to zero. This is a state of the kind just described, so \(\|P-Q\|=1\). If the rank of \(P\) is the larger one, exchange the roles.

Finally, let \(P(k)\) be norm-continuous. Around each \(k_0\) there is a neighbourhood with \(\|P(k)-P(k_0)\|<1\), where the rank equals that at \(k_0\). A locally constant integer on a connected set, such as \([0,1]\), is constant.

### What the Lean statements say

The state space `E` is a complex inner product space, assumed finite-dimensional from `norm_sub_eq_one_iff` onwards; \(\mathbb C^n\) with its usual inner product is one instance. An operator `P : E →L[ℂ] E` is a continuous linear map, and `‖P - Q‖` is the operator norm. `IsBandProjector P` says that \(P\) is idempotent and symmetric. The word "band" is only a name here, since no Hamiltonian appears. `bandRank P` is the dimension of the range. By Lean's convention it would be 0 for an infinite-dimensional range, but every theorem about rank here assumes a finite-dimensional space.

`norm_sub_eq_one_of_rank_ne` and `rank_eq_of_norm_sub_lt_one` are the two forms of the rank criterion. In `rank_constant`, the parameter `k` runs over a set `S` in any topological space. `IsPreconnected` means connected, with the empty set allowed, and `ContinuousOn P S` is continuity in operator norm. `rank_constant_unitInterval` is the case of \([0,1]\).

Continuity of \(P(k)\) is assumed. In a real band structure it comes from a Hamiltonian that depends continuously on \(k\) and a gap that keeps the group apart from all other bands; that step has to be supplied separately. All projectors must also act on one fixed space, as they do in a k·p model with a fixed finite basis.

`rotatingBand t` is \(|u\rangle\langle u|\) for the normalised state \(u(t)=(\cos\tfrac{\pi t}{2},\sin\tfrac{\pi t}{2})\). According to `rotatingBand_witness`, this family is continuous, and its members at \(t=0\) and \(t=1\) have equal rank but distance one. This settles the last question of the opening: a large move can be a mere rotation.

```lean
import Mathlib

open Topology

noncomputable section

namespace BandProjectorRank

variable {E : Type*} [NormedAddCommGroup E] [InnerProductSpace ℂ E]

/-- A band projector is an orthogonal projection: an idempotent and symmetric operator on the
state space. -/
structure IsBandProjector (P : E →L[ℂ] E) : Prop where
  idem : ∀ x, P (P x) = P x
  symm : ∀ x y, inner ℂ (P x) y = inner ℂ x (P y)

/-- The dimension of the range of an operator, set to 0 if the range is infinite-dimensional. For a
band projector of finite rank this is the number of bands that it selects. -/
def bandRank (P : E →L[ℂ] E) : ℕ :=
  Module.finrank ℂ (LinearMap.range (P : E →ₗ[ℂ] E))

/-- A band projector splits the squared norm of a state into the weight inside the band space
and the weight outside it. -/
theorem norm_sq_split {P : E →L[ℂ] E} (hP : IsBandProjector P) (x : E) :
    ‖x‖ ^ 2 = ‖P x‖ ^ 2 + ‖x - P x‖ ^ 2 := by
  have h : inner ℂ (P x) (x - P x) = 0 := by
    rw [hP.symm, map_sub, hP.idem, sub_self, inner_zero_right]
  have h2 := norm_add_sq (𝕜 := ℂ) (P x) (x - P x)
  rw [h, add_sub_cancel] at h2
  simpa using h2

/-- For two band projectors, the squared norm of `(P - Q) x` falls short of that of `x` by
exactly the squared norms of `(1 - P)(1 - Q) x` and `P Q x`. -/
theorem norm_sq_defect {P Q : E →L[ℂ] E} (hP : IsBandProjector P) (hQ : IsBandProjector Q)
    (x : E) :
    ‖P x - Q x‖ ^ 2 + ‖(x - Q x) - P (x - Q x)‖ ^ 2 + ‖P (Q x)‖ ^ 2 = ‖x‖ ^ 2 := by
  have h1 := norm_sq_split hP (P x - Q x)
  have h2 := norm_sq_split hP (x - Q x)
  have h3 := norm_sq_split hP (Q x)
  have h4 := norm_sq_split hQ x
  -- the components of (P - Q) x inside and outside the range of P
  have h5 : P (P x - Q x) = P (x - Q x) := by
    simp only [map_sub, hP.idem]
  have h6 : P x - Q x - P (P x - Q x) = -(Q x - P (Q x)) := by
    simp only [map_sub, hP.idem]
    abel
  rw [h6, norm_neg, h5] at h1
  linarith

/-- Two band projectors are never further apart than one in operator norm. -/
theorem norm_sub_le_one {P Q : E →L[ℂ] E} (hP : IsBandProjector P) (hQ : IsBandProjector Q) :
    ‖P - Q‖ ≤ 1 := by
  refine ContinuousLinearMap.opNorm_le_bound _ zero_le_one fun x => ?_
  have h := norm_sq_defect hP hQ x
  have h2 : ‖P x - Q x‖ ≤ ‖x‖ := by
    refine le_of_sq_le_sq ?_ (norm_nonneg x)
    nlinarith [sq_nonneg ‖(x - Q x) - P (x - Q x)‖, sq_nonneg ‖P (Q x)‖]
  simpa using h2
where
  le_of_sq_le_sq {a b : ℝ} (h : a ^ 2 ≤ b ^ 2) (hb : 0 ≤ b) : a ≤ b := by
    by_contra hab
    nlinarith [not_le.mp hab]

variable [FiniteDimensional ℂ E]

/-- On a finite-dimensional state space, two band projectors are at distance one exactly when
some nonzero state lies in the range of one of them and is annihilated by the other. -/
theorem norm_sub_eq_one_iff {P Q : E →L[ℂ] E} (hP : IsBandProjector P)
    (hQ : IsBandProjector Q) :
    ‖P - Q‖ = 1 ↔ ∃ x : E, x ≠ 0 ∧ ((P x = x ∧ Q x = 0) ∨ (P x = 0 ∧ Q x = x)) := by
  constructor
  · intro hn
    have : ProperSpace E := FiniteDimensional.proper ℂ E
    -- the operator norm is attained on the compact unit ball
    obtain ⟨x, hx, hmax⟩ := (isCompact_closedBall (0 : E) 1).exists_isMaxOn
      ⟨0, by simp⟩ (f := fun y => ‖(P - Q) y‖) (P - Q).continuous.norm.continuousOn
    have hx1 : ‖x‖ ≤ 1 := by simpa using hx
    have hbound : ‖P - Q‖ ≤ ‖(P - Q) x‖ := by
      refine ContinuousLinearMap.opNorm_le_bound _ (norm_nonneg _) fun y => ?_
      by_cases hy : y = 0
      · simp [hy]
      have hpos : 0 < ‖y‖ := norm_pos_iff.mpr hy
      have hunit : ‖((‖y‖ : ℂ)⁻¹) • y‖ = 1 := by
        rw [norm_smul, norm_inv, Complex.norm_real, norm_norm, inv_mul_cancel₀ hpos.ne']
      have hle : ‖(P - Q) (((‖y‖ : ℂ)⁻¹) • y)‖ ≤ ‖(P - Q) x‖ :=
        hmax (mem_closedBall_zero_iff.mpr hunit.le)
      rw [map_smul, norm_smul, norm_inv, Complex.norm_real, norm_norm,
        inv_mul_le_iff₀ hpos] at hle
      linarith [mul_comm ‖y‖ ‖(P - Q) x‖]
    have hd : 1 ≤ ‖P x - Q x‖ := by
      rw [hn] at hbound
      simpa using hbound
    have h := norm_sq_defect hP hQ x
    -- both defect terms must vanish
    have ha : ‖(x - Q x) - P (x - Q x)‖ = 0 := by
      apply pow_eq_zero_iff (two_ne_zero) |>.mp
      nlinarith [sq_nonneg ‖(x - Q x) - P (x - Q x)‖, sq_nonneg ‖P (Q x)‖, norm_nonneg x]
    have hb : ‖P (Q x)‖ = 0 := by
      apply pow_eq_zero_iff (two_ne_zero) |>.mp
      nlinarith [sq_nonneg ‖(x - Q x) - P (x - Q x)‖, sq_nonneg ‖P (Q x)‖, norm_nonneg x]
    by_cases hq : Q x = 0
    · refine ⟨x, ?_, Or.inl ⟨?_, hq⟩⟩
      · rintro rfl
        norm_num at hd
      · rw [hq, sub_zero] at ha
        exact (sub_eq_zero.mp (norm_eq_zero.mp ha)).symm
    · exact ⟨Q x, hq, Or.inr ⟨norm_eq_zero.mp hb, hQ.idem x⟩⟩
  · rintro ⟨x, hx, h⟩
    refine le_antisymm (norm_sub_le_one hP hQ) ?_
    have hle := (P - Q).le_opNorm x
    have hnorm : ‖(P - Q) x‖ = ‖x‖ := by
      rcases h with ⟨h1, h2⟩ | ⟨h1, h2⟩ <;> simp [h1, h2]
    rw [hnorm] at hle
    have hpos : 0 < ‖x‖ := norm_pos_iff.mpr hx
    by_contra hlt
    nlinarith [not_le.mp hlt]

/-- If an operator `P` has smaller rank than a band projector `Q` on a finite-dimensional state
space, some nonzero state in the range of `Q` is annihilated by `P`. -/
theorem exists_state_of_rank_lt {P Q : E →L[ℂ] E} (hQ : IsBandProjector Q)
    (hlt : bandRank P < bandRank Q) : ∃ x : E, x ≠ 0 ∧ P x = 0 ∧ Q x = x := by
  by_contra h
  -- otherwise P would embed the range of Q into the range of P
  let f := (P : E →ₗ[ℂ] E).rangeRestrict ∘ₗ (LinearMap.range (Q : E →ₗ[ℂ] E)).subtype
  have hf : Function.Injective f := by
    rw [injective_iff_map_eq_zero]
    rintro ⟨x, hx⟩ h0
    have hQx : Q x = x := by
      obtain ⟨y, hy⟩ := hx
      rw [← hy]
      exact hQ.idem y
    have hPx : P x = 0 := congrArg Subtype.val h0
    by_contra hne
    exact h ⟨x, fun e => hne (Subtype.ext e), hPx, hQx⟩
  exact absurd (LinearMap.finrank_le_finrank_of_injective hf) (not_le_of_gt hlt)

/-- Band projectors of different rank on a finite-dimensional state space are at operator-norm
distance exactly one. -/
theorem norm_sub_eq_one_of_rank_ne {P Q : E →L[ℂ] E} (hP : IsBandProjector P)
    (hQ : IsBandProjector Q) (hne : bandRank P ≠ bandRank Q) : ‖P - Q‖ = 1 := by
  rw [norm_sub_eq_one_iff hP hQ]
  rcases lt_or_gt_of_ne hne with h | h
  · obtain ⟨x, hx, h1, h2⟩ := exists_state_of_rank_lt hQ h
    exact ⟨x, hx, Or.inr ⟨h1, h2⟩⟩
  · obtain ⟨x, hx, h1, h2⟩ := exists_state_of_rank_lt hP h
    exact ⟨x, hx, Or.inl ⟨h2, h1⟩⟩

/-- Band projectors on a finite-dimensional state space that differ by less than one in operator
norm have equal rank. -/
theorem rank_eq_of_norm_sub_lt_one {P Q : E →L[ℂ] E} (hP : IsBandProjector P)
    (hQ : IsBandProjector Q) (h : ‖P - Q‖ < 1) : bandRank P = bandRank Q := by
  by_contra hne
  exact h.ne (norm_sub_eq_one_of_rank_ne hP hQ hne)

/-- A norm-continuous family of band projectors on a finite-dimensional state space has the same
rank at any two points of a preconnected parameter region. -/
theorem rank_constant {X : Type*} [TopologicalSpace X] {S : Set X} (hS : IsPreconnected S)
    {P : X → E →L[ℂ] E} (hP : ∀ k ∈ S, IsBandProjector (P k)) (hc : ContinuousOn P S)
    {k k' : X} (hk : k ∈ S) (hk' : k' ∈ S) : bandRank (P k) = bandRank (P k') := by
  have hr : ContinuousOn (fun q => bandRank (P q)) S := by
    intro q hq
    refine Filter.Tendsto.congr' ?_ tendsto_const_nhds
    -- near q the projectors differ by less than one, so the rank is locally constant
    filter_upwards [(hc q hq) (Metric.ball_mem_nhds (P q) one_pos), self_mem_nhdsWithin]
      with p hp hpS
    exact (rank_eq_of_norm_sub_lt_one (hP p hpS) (hP q hq) (mem_ball_iff_norm.mp hp)).symm
  exact hS.constant hr hk hk'

/-- Along a norm-continuous path of band projectors on `[0,1]`, acting on a finite-dimensional
state space, the rank keeps its initial value. -/
theorem rank_constant_unitInterval {P : ℝ → E →L[ℂ] E}
    (hP : ∀ t ∈ Set.Icc (0 : ℝ) 1, IsBandProjector (P t))
    (hc : ContinuousOn P (Set.Icc 0 1)) :
    ∀ t ∈ Set.Icc (0 : ℝ) 1, bandRank (P t) = bandRank (P 0) :=
  fun _ ht => rank_constant isPreconnected_Icc hP hc ht ⟨le_rfl, zero_le_one⟩

/-- A two-component state that turns from the first basis state at `t = 0` to the second at
`t = 1`. -/
def rotatingState (t : ℝ) : EuclideanSpace ℂ (Fin 2) :=
  !₂[(Real.cos (Real.pi / 2 * t) : ℂ), (Real.sin (Real.pi / 2 * t) : ℂ)]

/-- The operator `|u⟩⟨u|` built from the rotating state `u` at parameter `t`. -/
def rotatingBand (t : ℝ) : EuclideanSpace ℂ (Fin 2) →L[ℂ] EuclideanSpace ℂ (Fin 2) :=
  (innerSL ℂ (rotatingState t)).smulRight (rotatingState t)

/-- The overlap of two rotating states is the cosine of the angle between them. -/
theorem rotatingState_overlap (s t : ℝ) :
    inner ℂ (rotatingState s) (rotatingState t) = (Real.cos (Real.pi / 2 * (t - s)) : ℂ) := by
  rw [mul_sub, Real.cos_sub]
  simp [rotatingState, PiLp.inner_apply, Fin.sum_univ_two, -Complex.ofReal_cos,
    -Complex.ofReal_sin]

/-- The rotating band is a norm-continuous family of band projectors whose members at `t = 0`
and `t = 1` have equal rank and are nevertheless at distance one. -/
theorem rotatingBand_witness :
    (∀ t, IsBandProjector (rotatingBand t)) ∧ Continuous rotatingBand ∧
      bandRank (rotatingBand 0) = bandRank (rotatingBand 1) ∧
      ‖rotatingBand 0 - rotatingBand 1‖ = 1 := by
  have happ : ∀ t x, rotatingBand t x = inner ℂ (rotatingState t) x • rotatingState t :=
    fun _ _ => rfl
  have hself : ∀ t, inner ℂ (rotatingState t) (rotatingState t) = (1 : ℂ) := fun t => by
    rw [rotatingState_overlap, sub_self, mul_zero, Real.cos_zero, Complex.ofReal_one]
  have hproj : ∀ t, IsBandProjector (rotatingBand t) := fun t =>
    { idem := fun x => by
        rw [happ, happ, inner_smul_right, hself, mul_one]
      symm := fun x y => by
        rw [happ, happ, inner_smul_left, inner_smul_right, inner_conj_symm, mul_comm] }
  have hu : Continuous rotatingState := by
    refine (PiLp.continuous_toLp 2 _).comp (continuous_pi fun i => ?_)
    fin_cases i
    · exact Complex.continuous_ofReal.comp
        (Real.continuous_cos.comp (continuous_const.mul continuous_id))
    · exact Complex.continuous_ofReal.comp
        (Real.continuous_sin.comp (continuous_const.mul continuous_id))
  have hcont : Continuous rotatingBand :=
    continuous_clm_apply.mpr fun y => (hu.inner continuous_const).smul hu
  refine ⟨hproj, hcont, ?_, ?_⟩
  · exact (rank_constant_unitInterval (fun t _ => hproj t) hcont.continuousOn 1
      ⟨zero_le_one, le_rfl⟩).symm
  · -- the initial state is orthogonal to the final one
    rw [norm_sub_eq_one_iff (hproj 0) (hproj 1)]
    refine ⟨rotatingState 0, fun h => ?_, Or.inl ⟨?_, ?_⟩⟩
    · have h1 := hself 0
      rw [h, inner_zero_left] at h1
      exact zero_ne_one h1
    · rw [happ, hself, one_smul]
    · have h0 : Real.cos (Real.pi / 2 * (0 - 1)) = 0 := by
        rw [zero_sub, mul_neg, mul_one, Real.cos_neg, Real.cos_pi_div_two]
      rw [happ, rotatingState_overlap, h0, Complex.ofReal_zero, zero_smul]

end BandProjectorRank
```

```lean
#print axioms BandProjectorRank.rank_eq_of_norm_sub_lt_one
#print axioms BandProjectorRank.rank_constant_unitInterval
```

```
'BandProjectorRank.rank_eq_of_norm_sub_lt_one' depends on axioms: [propext, Classical.choice, Quot.sound]
'BandProjectorRank.rank_constant_unitInterval' depends on axioms: [propext, Classical.choice, Quot.sound]
```

### From the identity to the constant rank

`norm_sq_split` is Pythagoras for one projector. `norm_sq_defect` uses it four times; `h5` and `h6` identify the two components of \((P-Q)x\), and `linarith` adds the equations. `norm_sub_le_one` drops the two nonnegative defect terms.

In `norm_sub_eq_one_iff`, `exists_isMaxOn` picks the maximising state on the closed unit ball, and `hbound` shows by rescaling that the norm is attained there. `ha` and `hb` are the two vanishing defects, and the case split on `Q x = 0` selects the state as above.

`exists_state_of_rank_lt` argues by contradiction: if no such state existed, the map `f` from the range of \(Q\) to the range of \(P\) would be injective, and the dimensions would be ordered the other way. Only \(Q\) needs to be a projector for this. `norm_sub_eq_one_of_rank_ne` treats both orders of the ranks.

For `rank_constant`, the ball of radius one around `P q` provides the neighbourhood on which the rank does not change. The rank is then a continuous function into the natural numbers, and `hS.constant` makes it constant on `S`. The rotating example gets its equal ranks from this result, and its distance from the vanishing overlap of \(u(0)\) and \(u(1)\).

### Overlap matrices, and a single basis state

A neighbouring estimate, argued here in prose only, concerns the overlaps between adjacent k-points. Let \(\|P-Q\|=\delta<1\) and \(Qx=x\). Then \(\|(1-P)x\|=\|(Q-P)x\|\le\delta\|x\|\), so

\[
\|Px\|^2\ge(1-\delta^2)\|x\|^2 .
\]

For nonzero rank, the overlap matrix between orthonormal bases of the two band spaces is thus square and invertible, with singular values of at least \(\sqrt{1-\delta^2}\). Such matrices enter discretised Berry phases and Wilson loops of single-particle bands in a finite basis. On a mesh, \(\delta<1\) compares only the two sampled points and says nothing about a gap closing between them.

With a single basis state, \(n=1\), the only projectors are 0 and 1, at distance one. A continuous family on \([0,1]\) cannot move at all: the band is either in the group throughout or never in it.
